# A lower bound on the nonzero eigenvalues of a sum of projections from pairwise conditions

An iterative eigensolver returns 0.003 for a many-body Hamiltonian, with a residual norm larger than that. Without a lower bound on the nonzero spectrum, this may be a genuine low excitation or a zero mode that has not converged. Gaps computed for smaller systems do not settle the question by themselves, since the gap may shrink with size. For sums of projections that satisfy the pair conditions below, a bound independent of the number of sites can settle it.

## Pair conditions and the bound 1 − cz

Let P_i be finitely many orthogonal projections on a complex inner product space, one for each vertex of a graph, and let H = ∑_i P_i. Assume c ≥ 0 and that each vertex has at most z neighbours. For adjacent i, j require

P_i P_j + P_j P_i + c(P_i + P_j) ≥ 0,

and let all other distinct pairs commute. Then every nonzero eigenvalue μ of H is real and satisfies

μ ≥ 1 − cz.

The constant c limits how strongly neighbouring terms compete. Since P_i P_j + P_j P_i = (P_i + P_j)² − (P_i + P_j), the condition says in finite dimension that the nonzero eigenvalues of the two-term Hamiltonian P_i + P_j are at least 1 − c. The bound is informative when cz < 1.

## Identifying zero modes in an eigensolver

For finite spin models of this form, a code can use the bound to classify small eigenvalues. Suppose a normalised vector v has approximate eigenvalue θ and residual r = ‖Hv − θv‖. Some exact eigenvalue lies within r of θ. If θ + r < 1 − cz, that eigenvalue must be zero. If also θ − r > 0, then, rounding aside, the assembled matrix violates the hypotheses.

## From pair overlaps to the spectrum

Here x need not be normalised, and the expectation value of an operator A means ⟨x, Ax⟩, without division by ‖x‖². Symmetry and P_i² = P_i give ⟨x, P_i x⟩ = ‖P_i x‖², hence

S := ⟨x, Hx⟩ = ∑_i ‖P_i x‖².

For a commuting pair,

⟨P_i x, P_j x⟩ = ⟨P_j x, P_i P_j x⟩ = ‖P_i P_j x‖² ≥ 0.

For an adjacent pair, the expectation value of the assumed inequality gives

2 Re⟨P_i x, P_j x⟩ ≥ −c(‖P_i x‖² + ‖P_j x‖²).

Now expand the square. The diagonal terms give S, and the commuting pairs can only add to it. Summed over ordered adjacent pairs, each ‖P_i x‖² appears with total weight c deg(i):

‖Hx‖² = ∑_i ∑_j Re⟨P_i x, P_j x⟩
≥ S − c ∑_i deg(i) ‖P_i x‖²
≥ (1 − cz) S.

If Hx = μx with x ≠ 0, then μ‖x‖² = S, so μ is real and nonnegative. The inequality becomes μ²‖x‖² ≥ (1 − cz)μ‖x‖², and for μ ≠ 0 division by μ‖x‖² > 0 gives the bound.

In finite dimension there is also a variational form. Let x be orthogonal to ker H and put γ = 1 − cz. Since H is symmetric, x = Hy for some y. If γ ≤ 0, positivity of H suffices. Otherwise

0 ≤ ⟨x − γy, H(x − γy)⟩ = ⟨x, Hx⟩ − 2γ‖x‖² + γ²⟨y, Hy⟩.

Because γ⟨y, Hy⟩ ≤ ‖Hy‖² = ‖x‖², it follows that ⟨x, Hx⟩ ≥ γ‖x‖².

## Two projections that attain the bound

Take unit vectors u, v with ⟨u, v⟩ = c, where 0 ≤ c < 1, and let the two projections onto them sit on a single edge, so z = 1. With a = ⟨u, x⟩ and b = ⟨v, x⟩, the expectation value in the pair condition is c|a + b|² ≥ 0. Moreover,

H(u − v) = (1 − c)(u − v),

with normalised eigenvector (u − v)/√(2 − 2c).

For u = (1, 0) and v = (3/5, 4/5), the overlap is c = 3/5 and

H = (1/25) [[34, 12], [12, 16]].

The trace is 2 and the determinant 16/25, so the eigenvalues are 2/5 and 8/5. The lower one equals 1 − c and has normalised eigenvector (1, −2)/√5. Here H has no zero mode, so 2/5 is the ground-state energy.

For a single site one can take z = 0: H is a single projection, and its only possible nonzero eigenvalue is 1, which equals the bound.

## Lean source

```lean
import Mathlib

open scoped InnerProductSpace

namespace ProjectorGap

variable {E : Type*} [NormedAddCommGroup E] [InnerProductSpace ℂ E]
variable {ι : Type*} {G : SimpleGraph ι} {P : ι → E →ₗ[ℂ] E} {c : ℝ}

/-- Orthogonal projections `P i` on the sites of a graph: neighbours have an anticommutator
bounded below by `-c (P i + P j)`, and distinct sites that are not neighbours commute. -/
structure IsProjectorModel (G : SimpleGraph ι) (P : ι → E →ₗ[ℂ] E) (c : ℝ) : Prop where
  symmetric : ∀ i, (P i).IsSymmetric
  idem : ∀ i, P i * P i = P i
  anti : ∀ i j, G.Adj i j → ∀ x : E,
    0 ≤ (⟪x, (P i * P j + P j * P i + (c : ℂ) • (P i + P j)) x⟫_ℂ).re
  comm : ∀ i j, i ≠ j → ¬ G.Adj i j → Commute (P i) (P j)

/-- The Hamiltonian `H`, the sum of the operators `P i` over all sites. -/
def hamiltonian [Fintype ι] (P : ι → E →ₗ[ℂ] E) : E →ₗ[ℂ] E := ∑ i, P i

/-- The overlap of a vector with itself is its squared norm. -/
theorem self_overlap (y : E) : ⟪y, y⟫_ℂ = ((‖y‖ ^ 2 : ℝ) : ℂ) := by
  rw [Complex.ofReal_pow]
  exact inner_self_eq_norm_sq_to_K _

/-- For an orthogonal projection `Q` and any vector `x`, `⟨x, Q x⟩` is the squared norm of the
projected vector `Q x`. -/
theorem projection_expectation {Q : E →ₗ[ℂ] E} (hs : Q.IsSymmetric) (hi : Q * Q = Q) (x : E) :
    ⟪x, Q x⟫_ℂ = ((‖Q x‖ ^ 2 : ℝ) : ℂ) := by
  have h1 : Q (Q x) = Q x := LinearMap.congr_fun hi x
  rw [← self_overlap, hs x (Q x), h1]

/-- Two commuting orthogonal projections send a vector to images whose overlap has nonnegative real
part. -/
theorem commuting_overlap_nonneg {Q R : E →ₗ[ℂ] E} (hQ : Q.IsSymmetric) (hQi : Q * Q = Q)
    (hR : R.IsSymmetric) (hRi : R * R = R) (hc : Commute Q R) (x : E) :
    0 ≤ (⟪Q x, R x⟫_ℂ).re := by
  have hcx : ∀ y, Q (R y) = R (Q y) := fun y => LinearMap.congr_fun hc.eq y
  have hRR : R (R x) = R x := LinearMap.congr_fun hRi x
  have e : ⟪Q x, R x⟫_ℂ = ⟪R x, Q (R x)⟫_ℂ := by
    rw [hQ x (R x), hR x (Q (R x)), ← hcx (R x), hRR]
  rw [e, projection_expectation hQ hQi, Complex.ofReal_re]
  positivity

/-- For neighbouring sites the real part of the overlap of the two projected vectors is at least
`-c/2` times the sum of their squared norms. -/
theorem adjacent_overlap (h : IsProjectorModel G P c) {i j : ι} (hij : G.Adj i j) (x : E) :
    -(c / 2 * ‖P i x‖ ^ 2) - c / 2 * ‖P j x‖ ^ 2 ≤ (⟪P i x, P j x⟫_ℂ).re := by
  have h0 := h.anti i j hij x
  have e : ⟪x, (P i * P j + P j * P i + (c : ℂ) • (P i + P j)) x⟫_ℂ
      = ⟪P i x, P j x⟫_ℂ + ⟪P j x, P i x⟫_ℂ
        + (c : ℂ) * (((‖P i x‖ ^ 2 : ℝ) : ℂ) + ((‖P j x‖ ^ 2 : ℝ) : ℂ)) := by
    rw [← projection_expectation (h.symmetric i) (h.idem i),
      ← projection_expectation (h.symmetric j) (h.idem j),
      h.symmetric i x (P j x), h.symmetric j x (P i x)]
    simp only [LinearMap.add_apply, LinearMap.smul_apply, Module.End.mul_apply,
      inner_add_right, inner_smul_right]
  have s : (⟪P j x, P i x⟫_ℂ).re = (⟪P i x, P j x⟫_ℂ).re := by
    rw [← inner_conj_symm (P j x) (P i x), Complex.conj_re]
  rw [e] at h0
  simp only [Complex.add_re, Complex.re_ofReal_mul, Complex.ofReal_re] at h0
  linarith

variable [Fintype ι]

/-- For every vector `x`, `⟨x, H x⟩` is the sum of the squared norms of the projected vectors `P i
x`. -/
theorem energy_eq (h : IsProjectorModel G P c) (x : E) :
    ⟪x, hamiltonian P x⟫_ℂ = ((∑ i, ‖P i x‖ ^ 2 : ℝ) : ℂ) := by
  rw [hamiltonian, LinearMap.sum_apply, inner_sum, Complex.ofReal_sum]
  exact Finset.sum_congr rfl fun i _ => projection_expectation (h.symmetric i) (h.idem i) x

/-- The operator inequality `H² ≥ (1 - c z) H`, read in an arbitrary vector. -/
theorem hamiltonian_sq_ge [DecidableRel G.Adj] (h : IsProjectorModel G P c) (hc : 0 ≤ c)
    {z : ℕ} (hz : ∀ i, G.degree i ≤ z) (x : E) :
    (1 - c * z) * (⟪x, hamiltonian P x⟫_ℂ).re ≤ ‖hamiltonian P x‖ ^ 2 := by
  classical
  have hexp : ‖hamiltonian P x‖ ^ 2 = ∑ i, ∑ j, (⟪P i x, P j x⟫_ℂ).re := by
    have h2 := congrArg Complex.re (self_overlap (hamiltonian P x))
    rw [Complex.ofReal_re] at h2
    rw [← h2, hamiltonian, LinearMap.sum_apply, sum_inner, Complex.re_sum]
    refine Finset.sum_congr rfl fun i _ => ?_
    rw [inner_sum, Complex.re_sum]
  -- lower bound for each pair: diagonal, neighbouring, commuting
  have hsum : ∑ i, ∑ j, ((if i = j then ‖P i x‖ ^ 2 else 0)
      - (if G.Adj i j then c / 2 * ‖P i x‖ ^ 2 else 0)
      - (if G.Adj i j then c / 2 * ‖P j x‖ ^ 2 else 0))
      ≤ ∑ i, ∑ j, (⟪P i x, P j x⟫_ℂ).re := by
    refine Finset.sum_le_sum fun i _ => Finset.sum_le_sum fun j _ => ?_
    by_cases hij : i = j
    · subst hij
      have hn : ¬ G.Adj i i := fun hh => hh.ne rfl
      rw [if_pos rfl, if_neg hn, self_overlap, Complex.ofReal_re]
      linarith
    · by_cases ha : G.Adj i j
      · rw [if_neg hij, if_pos ha, if_pos ha]
        linarith [adjacent_overlap h ha x]
      · rw [if_neg hij, if_neg ha, if_neg ha]
        linarith [commuting_overlap_nonneg (h.symmetric i) (h.idem i) (h.symmetric j)
          (h.idem j) (h.comm i j hij ha) x]
  have hcol : ∑ i, ∑ j, (if G.Adj i j then c / 2 * ‖P j x‖ ^ 2 else 0)
      = ∑ i, ∑ j, (if G.Adj i j then c / 2 * ‖P i x‖ ^ 2 else 0) := by
    rw [Finset.sum_comm]
    refine Finset.sum_congr rfl fun a _ => Finset.sum_congr rfl fun b _ => ?_
    by_cases hab : G.Adj a b
    · rw [if_pos hab, if_pos hab.symm]
    · rw [if_neg hab, if_neg fun hh => hab hh.symm]
  -- each site is counted once per neighbour
  have hrow : ∀ i, ∑ j, (if G.Adj i j then c / 2 * ‖P i x‖ ^ 2 else 0)
      = (G.degree i : ℝ) * (c / 2 * ‖P i x‖ ^ 2) := by
    intro i
    rw [← Finset.sum_filter, Finset.sum_const, nsmul_eq_mul,
      ← G.card_neighborFinset_eq_degree, G.neighborFinset_eq_filter]
  have hbound : ∑ i, (G.degree i : ℝ) * (c / 2 * ‖P i x‖ ^ 2)
      ≤ ∑ i, (z : ℝ) * (c / 2 * ‖P i x‖ ^ 2) :=
    Finset.sum_le_sum fun i _ =>
      mul_le_mul_of_nonneg_right (by exact_mod_cast hz i) (by positivity)
  have hz' : ∑ i, (z : ℝ) * (c / 2 * ‖P i x‖ ^ 2) = z * (c / 2 * ∑ i, ‖P i x‖ ^ 2) := by
    rw [Finset.mul_sum, Finset.mul_sum]
  simp only [Finset.sum_sub_distrib, Finset.sum_ite_eq, Finset.mem_univ, if_true] at hsum
  rw [hcol] at hsum
  simp only [hrow] at hsum
  rw [energy_eq h, Complex.ofReal_re, hexp]
  linarith

/-- Gap criterion: every nonzero eigenvalue of the Hamiltonian is real and at least
`1 - c z`, where `z` bounds the number of neighbours of a site. -/
theorem eigenvalue_gap [DecidableRel G.Adj] (h : IsProjectorModel G P c) (hc : 0 ≤ c)
    {z : ℕ} (hz : ∀ i, G.degree i ≤ z) {μ : ℂ}
    (hμ : Module.End.HasEigenvalue (hamiltonian P) μ) (h0 : μ ≠ 0) :
    μ.im = 0 ∧ 1 - c * z ≤ μ.re := by
  obtain ⟨x, hx⟩ := hμ.exists_hasEigenvector
  have hxe : hamiltonian P x = μ • x := hx.apply_eq_smul
  have hN : 0 < ‖x‖ ^ 2 := pow_pos (norm_pos_iff.mpr hx.2) 2
  have he := energy_eq h x
  rw [hxe, inner_smul_right, self_overlap] at he
  have him := congrArg Complex.im he
  have hre := congrArg Complex.re he
  rw [Complex.im_mul_ofReal, Complex.ofReal_im] at him
  rw [Complex.re_mul_ofReal, Complex.ofReal_re] at hre
  have hi : μ.im = 0 := (mul_eq_zero.mp him).resolve_right hN.ne'
  have hS : 0 ≤ ∑ i, ‖P i x‖ ^ 2 := Finset.sum_nonneg fun i _ => sq_nonneg _
  have hr : 0 < μ.re := by
    refine lt_of_le_of_ne ?_ fun hh => h0 (Complex.ext hh.symm hi)
    by_contra hneg
    linarith [mul_neg_of_neg_of_pos (not_le.mp hneg) hN]
  -- insert the eigenvector into the operator inequality
  have hq := hamiltonian_sq_ge h hc hz x
  rw [hxe, inner_smul_right, self_overlap, Complex.re_mul_ofReal, norm_smul, mul_pow,
    Complex.sq_norm, Complex.normSq_apply, hi] at hq
  refine ⟨hi, ?_⟩
  by_contra hlt
  nlinarith [mul_pos (mul_pos hr hN) (sub_pos.mpr (not_le.mp hlt))]

/-- In finite dimension, every vector `x` orthogonal to the kernel of the Hamiltonian `H` satisfies
`Re ⟨x, H x⟩ ≥ (1 - c z) ‖x‖²`, where `z` bounds the number of neighbours of a site. -/
theorem energy_above_kernel [FiniteDimensional ℂ E] [DecidableRel G.Adj]
    (h : IsProjectorModel G P c) (hc : 0 ≤ c) {z : ℕ} (hz : ∀ i, G.degree i ≤ z) {x : E}
    (hx : x ∈ (LinearMap.ker (hamiltonian P))ᗮ) :
    (1 - c * z) * ‖x‖ ^ 2 ≤ (⟪x, hamiltonian P x⟫_ℂ).re := by
  have hsym : (hamiltonian P).IsSymmetric := by
    intro a b
    simp only [hamiltonian, LinearMap.sum_apply, sum_inner, inner_sum]
    exact Finset.sum_congr rfl fun i _ => h.symmetric i a b
  have hk : (LinearMap.range (hamiltonian P))ᗮ ≤ LinearMap.ker (hamiltonian P) := by
    intro w hw
    have h1 := (Submodule.mem_orthogonal _ _).mp hw (hamiltonian P (hamiltonian P w)) ⟨_, rfl⟩
    rw [hsym (hamiltonian P w) w] at h1
    exact LinearMap.mem_ker.mpr (inner_self_eq_zero.mp h1)
  have hx' := Submodule.orthogonal_le hk hx
  rw [Submodule.orthogonal_orthogonal] at hx'
  obtain ⟨y, hy⟩ := hx'
  have hpos : ∀ w, 0 ≤ (⟪w, hamiltonian P w⟫_ℂ).re := fun w => by
    rw [energy_eq h, Complex.ofReal_re]
    exact Finset.sum_nonneg fun i _ => sq_nonneg _
  have hq := hamiltonian_sq_ge h hc hz y
  obtain ⟨γ, hγ⟩ : ∃ γ : ℝ, γ = 1 - c * z := ⟨_, rfl⟩
  rw [← hγ, hy] at hq
  rw [← hγ]
  rcases le_total γ 0 with hg | hg
  · linarith [hpos x, mul_nonpos_of_nonpos_of_nonneg hg (sq_nonneg ‖x‖)]
  · -- positivity of the energy in the trial vector `x - γ y`
    have ht := hpos (x - (γ : ℂ) • y)
    have hyx : ⟪y, hamiltonian P x⟫_ℂ = ⟪x, x⟫_ℂ := by rw [← hsym y x, hy]
    simp only [map_sub, map_smul, hy, inner_sub_left, inner_sub_right, inner_smul_left,
      inner_smul_right, Complex.conj_ofReal, hyx, self_overlap, Complex.sub_re,
      Complex.re_ofReal_mul, Complex.ofReal_re] at ht
    nlinarith [mul_le_mul_of_nonneg_left hq hg]

/-- The operator `|u⟩⟨u|`. -/
noncomputable def ray (u : E) : E →ₗ[ℂ] E where
  toFun x := ⟪u, x⟫_ℂ • u
  map_add' x y := by rw [inner_add_right, add_smul]
  map_smul' a x := by rw [inner_smul_right, mul_smul, RingHom.id_apply]

/-- Sharpness: for two unit vectors with overlap `c` in `[0, 1)`, the projections onto them
form a model on a single edge, and `1 - c` is an eigenvalue of their sum. -/
theorem gap_sharp {u v : E} (hu : ⟪u, u⟫_ℂ = 1) (hv : ⟪v, v⟫_ℂ = 1)
    (huv : ⟪u, v⟫_ℂ = (c : ℂ)) (hc : 0 ≤ c) (hc1 : c < 1) :
    IsProjectorModel (⊤ : SimpleGraph (Fin 2)) ![ray u, ray v] c ∧
      Module.End.HasEigenvalue (hamiltonian ![ray u, ray v]) ((1 - c : ℝ) : ℂ) := by
  have hvu : ⟪v, u⟫_ℂ = (c : ℂ) := by rw [← inner_conj_symm, huv, Complex.conj_ofReal]
  have hs : ∀ w : E, (ray w).IsSymmetric := fun w x y => by
    change ⟪⟪w, x⟫_ℂ • w, y⟫_ℂ = ⟪x, ⟪w, y⟫_ℂ • w⟫_ℂ
    rw [inner_smul_left, inner_smul_right, inner_conj_symm, mul_comm]
  have hi : ∀ w : E, ⟪w, w⟫_ℂ = 1 → ray w * ray w = ray w := fun w hw => by
    ext x
    change ⟪w, ⟪w, x⟫_ℂ • w⟫_ℂ • w = ⟪w, x⟫_ℂ • w
    rw [inner_smul_right, hw, mul_one]
  -- the quadratic form in the pair condition is `c |⟨a,x⟩ + ⟨b,x⟩|²`
  have ha : ∀ a b : E, ⟪a, b⟫_ℂ = (c : ℂ) → ⟪b, a⟫_ℂ = (c : ℂ) → ∀ x : E,
      0 ≤ (⟪x, (ray a * ray b + ray b * ray a + (c : ℂ) • (ray a + ray b)) x⟫_ℂ).re := by
    intro a b hab hba x
    have e : ⟪x, (ray a * ray b + ray b * ray a + (c : ℂ) • (ray a + ray b)) x⟫_ℂ
        = ((c * Complex.normSq (⟪a, x⟫_ℂ + ⟪b, x⟫_ℂ) : ℝ) : ℂ) := by
      rw [Complex.ofReal_mul, ← Complex.mul_conj, map_add, inner_conj_symm, inner_conj_symm]
      change ⟪x, ⟪a, ⟪b, x⟫_ℂ • b⟫_ℂ • a + ⟪b, ⟪a, x⟫_ℂ • a⟫_ℂ • b
        + (c : ℂ) • (⟪a, x⟫_ℂ • a + ⟪b, x⟫_ℂ • b)⟫_ℂ = _
      simp only [inner_add_right, inner_smul_right, hab, hba]
      ring
    rw [e, Complex.ofReal_re]
    exact mul_nonneg hc (Complex.normSq_nonneg _)
  refine ⟨⟨?_, ?_, ?_, ?_⟩, ?_⟩
  · intro i
    fin_cases i
    exacts [hs u, hs v]
  · intro i
    fin_cases i
    exacts [hi u hu, hi v hv]
  · intro i j hij x
    fin_cases i <;> fin_cases j
    exacts [(hij.ne rfl).elim, ha u v huv hvu x, ha v u hvu huv x, (hij.ne rfl).elim]
  · intro i j hne hn
    exact (hn ((SimpleGraph.top_adj i j).mpr hne)).elim
  · -- the eigenvector is the difference of the two vectors
    have e : hamiltonian ![ray u, ray v] (u - v)
        = ⟪u, u - v⟫_ℂ • u + ⟪v, u - v⟫_ℂ • v := by
      simp only [hamiltonian, Fin.sum_univ_two]
      rfl
    refine Module.End.hasEigenvalue_of_hasEigenvector (x := u - v)
      ⟨Module.End.mem_eigenspace_iff.mpr ?_, ?_⟩
    · rw [e, inner_sub_right, inner_sub_right, hu, hv, huv, hvu]
      push_cast
      module
    · intro hh
      rw [← sub_eq_zero.mp hh, hu] at huv
      have h1 : (1 : ℝ) = c := by exact_mod_cast huv
      linarith

/-- The projections onto `(1, 0)` and `(3/5, 4/5)` in `ℂ²` form a model with `c = 3/5` on a
single edge, where every site has at most one neighbour. -/
theorem projectorModel_witness :
    IsProjectorModel (⊤ : SimpleGraph (Fin 2))
      ![ray (!₂[1, 0] : EuclideanSpace ℂ (Fin 2)), ray !₂[3 / 5, 4 / 5]] (3 / 5) ∧
      ∀ i, (⊤ : SimpleGraph (Fin 2)).degree i ≤ 1 := by
  have h3 : (starRingEnd ℂ) 3 = 3 := Complex.conj_eq_iff_im.mpr (by norm_num)
  have h4 : (starRingEnd ℂ) 4 = 4 := Complex.conj_eq_iff_im.mpr (by norm_num)
  have h5 : (starRingEnd ℂ) 5 = 5 := Complex.conj_eq_iff_im.mpr (by norm_num)
  refine ⟨(gap_sharp ?_ ?_ ?_ (by norm_num) (by norm_num)).1, by decide⟩ <;>
  · rw [PiLp.inner_apply, Fin.sum_univ_two]
    simp only [RCLike.inner_apply]
    norm_num [h3, h4, h5]

end ProjectorGap
```

```lean
#print axioms ProjectorGap.eigenvalue_gap
-- 'ProjectorGap.eigenvalue_gap' depends on axioms: [propext, Classical.choice, Quot.sound]
#print axioms ProjectorGap.energy_above_kernel
-- 'ProjectorGap.energy_above_kernel' depends on axioms: [propext, Classical.choice, Quot.sound]
```

## How the statements describe the model

`IsProjectorModel G P c` collects the assumptions: `symmetric` and `idem` make each `P i` an orthogonal projection, `anti` states the pair inequality through expectation values, and `comm` covers distinct non-adjacent sites. The inner product is linear in its second argument. The condition `0 ≤ c` and the degree bound enter the theorems separately.

`eigenvalue_gap` takes a complex `μ` and concludes that its imaginary part vanishes and its real part is at least `1 - c * z`. The space may be infinite-dimensional, but the statement concerns eigenvalues only, not continuous spectrum. `energy_above_kernel` assumes finite dimension.

Neither theorem supplies a zero mode. The bound is a gap above the ground state only if ker H is nonzero; otherwise it bounds the ground-state energy itself. The value of c for a particular lattice model is an input to be established separately. Attainment is proved for a single edge, not for every z.

## How the proofs follow the derivation

`self_overlap`, `projection_expectation` and `energy_eq` turn expectation values into squared norms. `commuting_overlap_nonneg` and `adjacent_overlap` bound the two kinds of pair.

In `hamiltonian_sq_ge`, `hexp` expands the square and `hsum` applies the pair bounds by cases. `hcol` exchanges the two summation indices, `hrow` counts neighbours, and `hbound` replaces each degree by z.

`eigenvalue_gap` inserts an eigenvector; its last `nlinarith` replaces the division by μ‖x‖² with a contradiction. `energy_above_kernel` obtains x = Hy from orthogonal complements, then uses the trial vector x − γy.

`ray` defines |u⟩⟨u|, and `gap_sharp` checks the pair condition and the eigenvector u − v. `projectorModel_witness` confirms the hypotheses for the numerical pair, with degree at most 1.
